# For γ > 0 and p > 2, exp(−γ‖x − y‖^p) is not a positive semidefinite kernel on any nonzero real normed space

A kernel-based interatomic potential predicts the energy of an atomic environment from its similarity to reference environments, and a common choice of similarity is a Gaussian of the distance between two descriptors x and y. Replacing the exponent 2 by a larger p gives the similarity a flatter top and a steeper fall-off, but three equally spaced descriptors on a line, if they are close enough together, then produce a matrix of similarities with a negative eigenvalue.

```lean
import Mathlib

open Finset

namespace StretchedGaussianKernel

noncomputable section

/-- The quadratic form of a kernel `k` at the points `x i` with weights `c i`. -/
def quadForm {X : Type*} (k : X → X → ℝ) {n : ℕ} (x : Fin n → X) (c : Fin n → ℝ) : ℝ :=
  ∑ i, ∑ j, c i * c j * k (x i) (x j)

/-- A kernel is positive if all its finite quadratic forms are nonnegative. -/
def IsPositiveKernel {X : Type*} (k : X → X → ℝ) : Prop :=
  ∀ (n : ℕ) (x : Fin n → X) (c : Fin n → ℝ), 0 ≤ quadForm k x c

variable {E : Type*} [NormedAddCommGroup E] [NormedSpace ℝ E]

/-- The similarity `exp (-γ ‖x - y‖ ^ p)` of two descriptors `x` and `y`. -/
def similarity {E : Type*} [NormedAddCommGroup E] (γ p : ℝ) (x y : E) : ℝ :=
  Real.exp (-γ * ‖x - y‖ ^ p)

/-- The quadratic form at `-v, 0, v` with weights `1, -2, 1`, in terms of the similarities
at distances `‖v‖` and `2 ‖v‖`. -/
theorem quadForm_three_points (γ : ℝ) {p : ℝ} (hp : p ≠ 0) (v : E) :
    quadForm (similarity γ p) ![-v, 0, v] ![1, -2, 1] =
      6 + 2 * Real.exp (-γ * (2 * ‖v‖) ^ p) - 8 * Real.exp (-γ * ‖v‖ ^ p) := by
  have e1 : ‖v - -v‖ = 2 * ‖v‖ := by
    rw [show v - -v = (2 : ℝ) • v by module, norm_smul]
    norm_num
  have e2 : ‖-v - v‖ = 2 * ‖v‖ := by
    rw [← e1, norm_sub_rev]
  -- the entries of the 3 × 3 kernel matrix
  have k0 : ∀ x : E, similarity γ p x x = 1 := by
    intro x
    simp [similarity, Real.zero_rpow hp]
  have k1 : similarity γ p (-v) 0 = Real.exp (-γ * ‖v‖ ^ p) := by simp [similarity]
  have k2 : similarity γ p 0 (-v) = Real.exp (-γ * ‖v‖ ^ p) := by simp [similarity]
  have k3 : similarity γ p v 0 = Real.exp (-γ * ‖v‖ ^ p) := by simp [similarity]
  have k4 : similarity γ p 0 v = Real.exp (-γ * ‖v‖ ^ p) := by simp [similarity]
  have k5 : similarity γ p v (-v) = Real.exp (-γ * (2 * ‖v‖) ^ p) := by
    unfold similarity
    rw [e1]
  have k6 : similarity γ p (-v) v = Real.exp (-γ * (2 * ‖v‖) ^ p) := by
    unfold similarity
    rw [e2]
  simp only [quadForm, Fin.sum_univ_three, Matrix.cons_val_zero, Matrix.cons_val_one,
    Matrix.cons_val, k0, k1, k2, k3, k4, k5, k6]
  ring

/-- The combination `6 + 2 exp (-c t) - 8 exp (-t)` is negative for positive `c` and `t` with `4 c t
< c - 4`. -/
theorem exp_combination_neg {c t : ℝ} (hc : 0 < c) (ht : 0 < t) (h : 4 * c * t < c - 4) :
    6 + 2 * Real.exp (-(c * t)) - 8 * Real.exp (-t) < 0 := by
  have hpos : 0 < 1 + c * t := by positivity
  have h1 : 1 - t ≤ Real.exp (-t) := by linarith [Real.add_one_le_exp (-t)]
  have h2 : Real.exp (-(c * t)) ≤ 1 / (1 + c * t) := by
    rw [Real.exp_neg, ← one_div]
    exact one_div_le_one_div_of_le hpos (by linarith [Real.add_one_le_exp (c * t)])
  have h3 : 1 / (1 + c * t) < 1 - 4 * t := by
    rw [div_lt_iff₀ hpos]
    nlinarith [mul_pos ht (sub_pos.2 h)]
  linarith

/-- An explicit criterion: for `γ > 0` the three-point form is negative whenever `v` is nonzero and
`γ ‖v‖ ^ p < 1/4 - 1/2 ^ p`. -/
theorem quadForm_neg_of_lt {γ p : ℝ} (hγ : 0 < γ) {v : E} (hv : v ≠ 0)
    (h : γ * ‖v‖ ^ p < 1 / 4 - 1 / (2 : ℝ) ^ p) :
    quadForm (similarity γ p) ![-v, 0, v] ![1, -2, 1] < 0 := by
  have hp : p ≠ 0 := by
    rintro rfl
    simp only [Real.rpow_zero] at h
    linarith
  have hc : (0 : ℝ) < 2 ^ p := Real.rpow_pos_of_pos (by norm_num) p
  have ht : 0 < γ * ‖v‖ ^ p := mul_pos hγ (Real.rpow_pos_of_pos (norm_pos_iff.2 hv) p)
  have h4 : 4 * (2 : ℝ) ^ p * (γ * ‖v‖ ^ p) < 2 ^ p - 4 := by
    have h5 := mul_lt_mul_of_pos_left h (show (0 : ℝ) < 4 * 2 ^ p by positivity)
    have h6 : 4 * (2 : ℝ) ^ p * (1 / 4 - 1 / (2 : ℝ) ^ p) = 2 ^ p - 4 := by
      have hinv : (2 : ℝ) ^ p * (1 / (2 : ℝ) ^ p) = 1 := mul_one_div_cancel hc.ne'
      linear_combination (-4) * hinv
    linarith
  have key := exp_combination_neg hc ht h4
  rw [quadForm_three_points γ hp v, Real.mul_rpow (by norm_num) (norm_nonneg v)]
  have a1 : -γ * ((2 : ℝ) ^ p * ‖v‖ ^ p) = -((2 : ℝ) ^ p * (γ * ‖v‖ ^ p)) := by ring
  have a2 : -γ * ‖v‖ ^ p = -(γ * ‖v‖ ^ p) := by ring
  rw [a1, a2]
  exact key

/-- For `γ > 0` and `p > 2` the three-point form is negative for all sufficiently short
nonzero displacements `v`. -/
theorem exists_radius_quadForm_neg (E : Type*) [NormedAddCommGroup E] [NormedSpace ℝ E]
    {γ p : ℝ} (hγ : 0 < γ) (hp : 2 < p) :
    ∃ r : ℝ, 0 < r ∧ ∀ v : E, v ≠ 0 → ‖v‖ < r →
      quadForm (similarity γ p) ![-v, 0, v] ![1, -2, 1] < 0 := by
  have h4 : (4 : ℝ) < 2 ^ p := by
    have h := Real.rpow_lt_rpow_of_exponent_lt (show (1 : ℝ) < 2 by norm_num) hp
    rw [Real.rpow_two] at h
    linarith
  have hδ : 0 < 1 / 4 - 1 / (2 : ℝ) ^ p :=
    sub_pos.2 (one_div_lt_one_div_of_lt (by norm_num) h4)
  have hq : 0 < (1 / 4 - 1 / (2 : ℝ) ^ p) / γ := div_pos hδ hγ
  -- the radius solves γ r ^ p = 1/4 - 1/2 ^ p
  refine ⟨((1 / 4 - 1 / (2 : ℝ) ^ p) / γ) ^ p⁻¹, Real.rpow_pos_of_pos hq _, ?_⟩
  intro v hv hlt
  apply quadForm_neg_of_lt hγ hv
  have h := Real.rpow_lt_rpow (norm_nonneg v) hlt (show 0 < p by linarith)
  rw [Real.rpow_inv_rpow hq.le (by linarith), lt_div_iff₀ hγ] at h
  linarith

/-- For `γ > 0` and `p > 2` the similarity `exp (-γ ‖x - y‖ ^ p)` is not a positive kernel
on any nontrivial real normed space of descriptors. -/
theorem not_isPositiveKernel [Nontrivial E] {γ p : ℝ} (hγ : 0 < γ) (hp : 2 < p) :
    ¬ IsPositiveKernel (similarity γ p : E → E → ℝ) := by
  intro hpos
  obtain ⟨r, hr, hneg⟩ := exists_radius_quadForm_neg E hγ hp
  obtain ⟨u, hu⟩ := exists_ne (0 : E)
  have hun : 0 < ‖u‖ := norm_pos_iff.2 hu
  have hs : 0 < r / 2 / ‖u‖ := by positivity
  -- rescale u to length r / 2
  have hnorm : ‖(r / 2 / ‖u‖) • u‖ = r / 2 := by
    rw [norm_smul, Real.norm_eq_abs, abs_of_pos hs, div_mul_cancel₀ _ hun.ne']
  exact absurd (hpos 3 _ _)
    (not_le_of_gt (hneg _ (smul_ne_zero hs.ne' hu) (by rw [hnorm]; linarith)))

/-- On the real line, for `γ > 0` and `p > 2`, the kernel `exp (-γ |x - y| ^ p)` has a negative
quadratic form at `-h, 0, h` with weights `1, -2, 1` for all small enough `h > 0`. -/
theorem real_line_quadForm_neg {γ p : ℝ} (hγ : 0 < γ) (hp : 2 < p) :
    ∃ r : ℝ, 0 < r ∧ ∀ h : ℝ, 0 < h → h < r →
      quadForm (fun x y : ℝ => Real.exp (-γ * |x - y| ^ p)) ![-h, 0, h] ![1, -2, 1] < 0 := by
  obtain ⟨r, hr, hneg⟩ := exists_radius_quadForm_neg ℝ hγ hp
  refine ⟨r, hr, fun h h0 hlt => ?_⟩
  exact hneg h h0.ne' (by rwa [Real.norm_eq_abs, abs_of_pos h0])

/-- At the exponent `p = 2` the similarity is a positive kernel on the real line for every
`γ ≥ 0`. -/
theorem isPositiveKernel_two {γ : ℝ} (hγ : 0 ≤ γ) :
    IsPositiveKernel (similarity γ 2 : ℝ → ℝ → ℝ) := by
  intro n x c
  have hexp : ∀ t : ℝ, HasSum (fun m : ℕ => t ^ m / (m.factorial : ℝ)) (Real.exp t) := by
    intro t
    rw [Real.exp_eq_exp_ℝ, NormedSpace.exp_eq_tsum_div]
    exact (Real.summable_pow_div_factorial t).hasSum
  -- absorb the one-point factors of the Gaussian into the weights
  let d : Fin n → ℝ := fun i => c i * Real.exp (-γ * x i ^ 2)
  have heq : quadForm (similarity γ 2) x c =
      ∑ i, ∑ j, d i * d j * Real.exp (2 * γ * x i * x j) := by
    unfold quadForm
    refine sum_congr rfl fun i _ => sum_congr rfl fun j _ => ?_
    have hk : similarity γ 2 (x i) (x j) = Real.exp (-γ * x i ^ 2) *
        Real.exp (-γ * x j ^ 2) * Real.exp (2 * γ * x i * x j) := by
      unfold similarity
      rw [Real.rpow_two, Real.norm_eq_abs, sq_abs, ← Real.exp_add, ← Real.exp_add]
      congr 1
      ring
    rw [hk]
    simp only [d]
    ring
  have hsum : HasSum
      (fun m : ℕ => ∑ i, ∑ j, d i * d j * ((2 * γ * x i * x j) ^ m / (m.factorial : ℝ)))
      (∑ i, ∑ j, d i * d j * Real.exp (2 * γ * x i * x j)) :=
    hasSum_sum fun i _ => hasSum_sum fun j _ => (hexp _).mul_left _
  rw [heq, ← hsum.tsum_eq]
  refine tsum_nonneg fun m => ?_
  -- each order of the series is a nonnegative multiple of a square
  have hsq : ∑ i, ∑ j, d i * d j * ((2 * γ * x i * x j) ^ m / (m.factorial : ℝ)) =
      (2 * γ) ^ m / (m.factorial : ℝ) * (∑ i, d i * x i ^ m) ^ 2 := by
    rw [sq, sum_mul_sum, mul_sum]
    refine sum_congr rfl fun i _ => ?_
    rw [mul_sum]
    refine sum_congr rfl fun j _ => ?_
    rw [mul_pow, mul_pow]
    ring
  rw [hsq]
  positivity

end

end StretchedGaussianKernel
```

```lean
#print axioms StretchedGaussianKernel.not_isPositiveKernel
#print axioms StretchedGaussianKernel.real_line_quadForm_neg
#print axioms StretchedGaussianKernel.isPositiveKernel_two
```

```
'StretchedGaussianKernel.not_isPositiveKernel' depends on axioms: [propext, Classical.choice, Quot.sound]
'StretchedGaussianKernel.real_line_quadForm_neg' depends on axioms: [propext, Classical.choice, Quot.sound]
'StretchedGaussianKernel.isPositiveKernel_two' depends on axioms: [propext, Classical.choice, Quot.sound]
```

## Kernels, quadratic forms and the two sides of p = 2

The descriptors live in a real normed space `E`. The norm need not be Euclidean, and the dimension need not be finite. The similarity of two descriptors is

k(x, y) = exp(−γ‖x − y‖^p),

which is `similarity γ p x y` in Lean. Here γ sets the length scale and p is a real exponent, not necessarily an integer.

For points x_i and real weights c_i, `quadForm` is the double sum

Q = Σ_i Σ_j c_i c_j k(x_i, x_j).

The indices run over `Fin n`, that is, from 0 to n − 1. `IsPositiveKernel` says that Q ≥ 0 for every n, every list of n points and every list of n weights. This is positive semidefiniteness: Q may vanish for nonzero weights, and points may be repeated.

The main theorem, `not_isPositiveKernel`, states that this property fails when γ > 0 and p > 2, provided that `E` contains a nonzero vector (`Nontrivial E`). If `E` is the zero space, the only similarity is k(0, 0) = 1 and every form is a square, so the condition on `E` is needed.

Two further theorems say where the failure occurs. By `exists_radius_quadForm_neg`, there is a radius r > 0 such that the points −v, 0, v with weights 1, −2, 1 give Q < 0 for every nonzero v shorter than r. By `quadForm_neg_of_lt`, it suffices that v ≠ 0 and

γ‖v‖^p < 1/4 − 1/2^p.

That theorem does not list p > 2 among its hypotheses, because the inequality implies it: the left side is positive, so 2^p must exceed 4. `real_line_quadForm_neg` restates the result for the real line, with |x − y| as the distance and points −h, 0, h.

In the other direction, `isPositiveKernel_two` shows that on the real line the exponent p = 2 does give a positive kernel for every γ ≥ 0. The condition p > 2 therefore cannot be weakened to p ≥ 2 there. Exponents below 2, and p = 2 in higher dimension, are not treated.

## A negative variance for the curvature of the energy

In Gaussian process regression, k(x, y) is the prior covariance of the energies f(x) and f(y). The quadratic form Q is then the variance of the weighted sum Σ_i c_i f(x_i), and a variance cannot be negative. With weights 1, −2, 1 the weighted sum is

f(−v) − 2f(0) + f(v),

the finite-difference estimate of a curvature, up to the factor 1/‖v‖². For p > 2 the proposed covariance assigns this quantity a negative variance at small displacements, so no random energy function has it as its covariance.

For kernel-based potentials this means that, within the family exp(−γ‖x − y‖^p) on a full nonzero normed space of descriptors, an exponent above 2 is not a valid covariance, whatever the value of γ > 0. The result does not say that every training set reveals the defect. Descriptors that are far apart compared with the length scale give a matrix close to the identity, which is positive definite. If the physically accessible descriptors fill only part of `E`, the argument needs three suitably close, equally spaced points on a line within that part; their midpoint need not be the origin, since k depends only on x − y.

As an example, take p = 3, γ = 1 and h = 0.4 in dimensionless units. Then γh³ = 0.064, which is below the threshold 1/4 − 1/8 = 0.125, and Q ≈ −0.305. The weight vector (1, −2, 1) has squared length 6, so the normalised value is Q/6 ≈ −0.051. The 3 × 3 matrix of similarities thus has an eigenvalue at or below about −0.051.

## The three-point form and its sign

Take x_0 = −v, x_1 = 0, x_2 = v and c_0 = 1, c_1 = −2, c_2 = 1. The diagonal entries of the matrix are 1 and contribute 1 + 4 + 1 = 6. The two neighbouring pairs are at distance ‖v‖; each has weight product −2 and occurs twice in the double sum. The outer pair is at distance 2‖v‖, has weight product 1 and also occurs twice. Hence

Q = 6 + 2 exp(−γ(2‖v‖)^p) − 8 exp(−γ‖v‖^p).

This is `quadForm_three_points`. Its proof computes the two outer distances, evaluates the matrix entries one by one, expands the sum over three indices and collects terms with `ring`. The hypothesis p ≠ 0 ensures that the diagonal entries are 1.

Now set t = γ‖v‖^p and c = 2^p. Since (2‖v‖)^p = 2^p‖v‖^p, the form becomes

Q = 6 + 2e^(−ct) − 8e^(−t).

The inequality 1 + s ≤ e^s, used twice, bounds both exponentials. With s = −t it gives e^(−t) ≥ 1 − t. With s = ct it gives e^(ct) ≥ 1 + ct, and therefore e^(−ct) ≤ 1/(1 + ct). Together,

Q ≤ 2[1/(1 + ct) − (1 − 4t)].

The bracket is negative exactly when 1 < (1 − 4t)(1 + ct). Expanding the product,

(1 − 4t)(1 + ct) = 1 + t(c − 4 − 4ct),

so the condition holds when t > 0 and 4ct < c − 4. In `exp_combination_neg`, the steps `h1` and `h2` are the two exponential bounds, and `h3` is the comparison of the fraction with 1 − 4t. There `nlinarith` receives the product of the positive numbers t and c − 4 − 4ct, which is the term just found.

Dividing 4ct < c − 4 by 4c gives t < 1/4 − 1/c, the criterion stated above. `quadForm_neg_of_lt` performs this conversion in the opposite direction, multiplying by 4 · 2^p, and then applies the scalar inequality.

## From a threshold to every nonzero space

For p > 2 we have 2^p > 4, so the threshold 1/4 − 1/2^p is positive. Solving γr^p = 1/4 − 1/2^p gives

r = ((1/4 − 1/2^p)/γ)^(1/p).

Because p > 0, ‖v‖ < r implies ‖v‖^p < r^p, and the criterion is met. This is the proof of `exists_radius_quadForm_neg`; the radius is supplied explicitly, and `Real.rpow_lt_rpow` provides the monotonicity.

To refute positivity on `E`, choose any nonzero u and rescale it to

v = (r/(2‖u‖)) u.

This vector is nonzero and has length r/2 < r, so its three-point form is negative. In `not_isPositiveKernel`, positivity applied to three points would make the same form nonnegative, a contradiction. The real-line theorem takes v = h, whose norm is |h| = h.

## Squares at every order for p = 2

On the real line the Gaussian factorises as

exp(−γ(x − y)²) = exp(−γx²) exp(−γy²) exp(2γxy).

For arbitrary points x_i and weights c_i, put d_i = c_i exp(−γx_i²). Expanding the last factor in its power series and exchanging the series with the finite sums gives

Q = Σ_m ((2γ)^m/m!) (Σ_i d_i x_i^m)²,

with m = 0, 1, 2, and so on. Every term is nonnegative when γ ≥ 0, hence so is Q. In `isPositiveKernel_two`, `heq` carries out the factorisation, `hsum` exchanges the sums, and `hsq` identifies each order as a nonnegative multiple of a square.

## Two points, the limit p → 2, and other flat-topped kernels

Three is the smallest number of points that can expose the failure. For two points with similarity k, where 0 < k ≤ 1, the form is

c_0² + c_1² + 2k c_0 c_1 = (1 − k)(c_0² + c_1²) + k(c_0 + c_1)² ≥ 0.

As p decreases to 2 at fixed γ, the radius r given above shrinks to zero. At p = 2 itself, writing q = e^(−t) turns the three-point form into

Q = 2q⁴ − 8q + 6 = 2(q − 1)²(q² + 2q + 3) ≥ 0,

in agreement with the positivity of the Gaussian.

The same weights also rule out other kernels with too flat a top. Suppose that a kernel depends only on the distance s = ‖x − y‖ and behaves for small s as 1 − as^p, with a > 0, p > 2 and an error that is small compared with s^p. At −v, 0, v the constant terms cancel, leaving

Q ≈ −2a(2^p − 4)‖v‖^p,

which is negative for short nonzero v. One such kernel is 1/(1 + γs^p) with γ > 0 and p > 2. This extension rests on the expansion just given; the Lean theorems treat only the exponential family.
